# Restart cycling: for a real symmetric n × n matrix and a minimal-residual solver restarted every n − 1 steps, residuals two cycles apart are parallel under an independence condition

After the first cycle of a restarted minimal-residual solve, one can divide the new residual norm by the old one to estimate how many more cycles are needed. For a real symmetric $n\times n$ matrix $A$, restart length $m=n-1\ge 1$ and the independence condition stated below, this estimate is exact apart from rounding: every later cycle has the same ratio.

The problem is $Ax=b$, with residual $r=b-Ax$. A cycle adds to $x$ a combination of $r,Ar,\dots,A^{m-1}r$, chosen to make the new residual as short as possible. The new residual is then $p(A)r$, with $\deg p\le m$ and $p(0)=1$. Linear-response equations in electronic structure can take this form, but the result concerns only finite symmetric systems restarted one step short of the full dimension.

In Lean 4 with Mathlib:

```lean
import Mathlib

open Polynomial Module

namespace RestartCycling

variable {E : Type*} [NormedAddCommGroup E] [InnerProductSpace ℝ E]
```

`E` is a real vector space with an inner product; its dimension is fixed later.

```lean
/-- The residuals `p(A) r` reachable from `r` in one cycle of length `m`:
`p` is a real polynomial of degree at most `m` with `p(0) = 1`. -/
def Trial (A : End ℝ E) (m : ℕ) (r : E) : Set E :=
  {s | ∃ p : ℝ[X], p.natDegree ≤ m ∧ p.eval 0 = 1 ∧ s = aeval A p r}
```

`End ℝ E` is the type of linear operators on `E`, and `aeval A p r` is $p(A)r$. `Trial A m r` collects all residuals reachable in one cycle.

```lean
/-- One restart cycle takes the residual `r` to `s`: `s` has the least norm among all
residuals reachable from `r`. -/
def IsCycle (A : End ℝ E) (m : ℕ) (r s : E) : Prop :=
  s ∈ Trial A m r ∧ ∀ t ∈ Trial A m r, ‖s‖ ≤ ‖t‖
```

`IsCycle A m r s` says that $s$ is reachable from $r$ and no reachable residual is shorter. The model assumes exact arithmetic; in floating-point arithmetic a solver generally reaches this minimiser only approximately.

```lean
/-- A vector orthogonal to `A r, ..., A^m r` has the same overlap with every reachable
residual as with `r` itself. -/
theorem inner_trial {A : End ℝ E} {m : ℕ} {v r t : E}
    (h : ∀ j < m, inner ℝ v ((A ^ (j + 1)) r) = 0) (ht : t ∈ Trial A m r) :
    inner ℝ v t = inner ℝ v r := by
  obtain ⟨p, hp, h0, rfl⟩ := ht
  have hc : p.coeff 0 = 1 := by rw [coeff_zero_eq_eval_zero, h0]
  rw [aeval_eq_sum_range' (show p.natDegree < m + 1 by omega), Finset.sum_range_succ']
  simp only [LinearMap.add_apply, LinearMap.sum_apply, LinearMap.smul_apply, pow_zero,
    End.one_apply, hc, one_smul, inner_add_right, inner_sum, inner_smul_right]
  rw [Finset.sum_eq_zero, zero_add]
  intro j hj
  rw [h j (Finset.mem_range.1 hj), mul_zero]
```

Since $p(0)=1$, a reachable vector is $t=r+\sum_{j<m}c_{j+1}A^{j+1}r$, where the $c_{j+1}$ are coefficients of $p$. If $v$ is orthogonal to every $A^{j+1}r$ with $j<m$, the sum drops out and $\langle v,t\rangle=\langle v,r\rangle$.

```lean
/-- A reachable residual `s` has minimal norm exactly when it is orthogonal to
`A r, ..., A^m r`. -/
theorem isCycle_iff {A : End ℝ E} {m : ℕ} {r s : E} :
    IsCycle A m r s ↔
      s ∈ Trial A m r ∧ ∀ j < m, inner ℝ s ((A ^ (j + 1)) r) = 0 := by
  constructor
  · rintro ⟨hs, hmin⟩
    refine ⟨hs, fun j hj => ?_⟩
    obtain ⟨p, hp, h0, hsp⟩ := hs
    -- adding a multiple of `X^(j+1)` to `p` keeps it admissible
    have hvar : ∀ t : ℝ, ‖s‖ ≤ ‖s + t • (A ^ (j + 1)) r‖ := by
      intro t
      apply hmin
      refine ⟨p + C t * X ^ (j + 1), ?_, by simp [h0], ?_⟩
      · exact natDegree_add_le_of_degree_le hp
          ((natDegree_C_mul_X_pow_le t (j + 1)).trans hj)
      · simp [hsp]
    generalize (A ^ (j + 1)) r = w at hvar ⊢
    obtain ⟨u, hu⟩ : ∃ u : ℝ, inner ℝ s w = u * (‖w‖ ^ 2 + 1) :=
      ⟨inner ℝ s w / (‖w‖ ^ 2 + 1), (div_mul_cancel₀ _ (by positivity)).symm⟩
    have h2 := pow_le_pow_left₀ (norm_nonneg s) (hvar (-u)) 2
    rw [norm_add_sq_real, inner_smul_right, norm_smul, mul_pow, Real.norm_eq_abs,
      sq_abs, hu] at h2
    have h3 : u ^ 2 ≤ 0 := by
      nlinarith [mul_nonneg (sq_nonneg u) (sq_nonneg ‖w‖), sq_nonneg u]
    have h4 : u = 0 := by nlinarith [sq_nonneg u]
    rw [hu, h4, zero_mul]
  · rintro ⟨hs, ho⟩
    refine ⟨hs, fun t ht => ?_⟩
    have h1 : inner ℝ s t = ‖s‖ ^ 2 := by
      rw [inner_trial ho ht, ← inner_trial ho hs, real_inner_self_eq_norm_sq]
    have h2 := real_inner_le_norm s t
    by_contra hlt
    have h3 : ‖t‖ < ‖s‖ := not_le.1 hlt
    nlinarith [norm_nonneg t]
```

For a reachable residual $s$, minimal norm is equivalent to orthogonality to $Ar,\dots,A^mr$.

Suppose $s$ is minimal. Put $w=A^{j+1}r$ and $u=\langle s,w\rangle/(\|w\|^2+1)$, where the added 1 allows for $w=0$. The vector $s-uw$ is also reachable, so

$$0\le\|s-uw\|^2-\|s\|^2=-u^2(\|w\|^2+2).$$

Hence $u=0$ and $\langle s,w\rangle=0$.

Conversely, if $s$ is orthogonal to these vectors, the previous lemma gives $\langle s,t\rangle=\langle s,r\rangle=\|s\|^2$ for every reachable $t$. Cauchy–Schwarz then gives $\|s\|\le\|t\|$.

```lean
/-- The outcome of a restart cycle is unique. -/
theorem IsCycle.unique {A : End ℝ E} {m : ℕ} {r s t : E}
    (hs : IsCycle A m r s) (ht : IsCycle A m r t) : s = t := by
  have os := (isCycle_iff.1 hs).2
  have ot := (isCycle_iff.1 ht).2
  have h1 : inner ℝ s t = inner ℝ s s := by
    rw [inner_trial os ht.1, inner_trial os hs.1]
  have h2 : inner ℝ t s = inner ℝ t t := by
    rw [inner_trial ot hs.1, inner_trial ot ht.1]
  have h3 : inner ℝ (s - t) (s - t) = (0 : ℝ) := by
    rw [inner_sub_left, inner_sub_right, inner_sub_right, h1, h2]
    ring
  exact sub_eq_zero.1 (inner_self_eq_zero.1 h3)
```

For two minimisers $s,t$, the same lemma gives $\langle s,t\rangle=\|s\|^2$ and $\langle t,s\rangle=\|t\|^2$. Expanding $\|s-t\|^2$ gives zero, so $s=t$.

```lean
/-- Scaling the starting residual scales the outcome of the cycle by the same factor. -/
theorem IsCycle.smul {A : End ℝ E} {m : ℕ} {r s : E} (h : IsCycle A m r s) (c : ℝ) :
    IsCycle A m (c • r) (c • s) := by
  obtain ⟨⟨p, hp, h0, hs⟩, ho⟩ := isCycle_iff.1 h
  refine isCycle_iff.2 ⟨⟨p, hp, h0, by rw [hs, map_smul]⟩, fun j hj => ?_⟩
  rw [map_smul, inner_smul_left, inner_smul_right, ho j hj, mul_zero, mul_zero]
```

Because $p(A)(cr)=c\,p(A)r$ and orthogonality survives scaling, starting from $cr$ leads to $cs$.

```lean
/-- In dimension `m + 1`, two vectors orthogonal to the same `m` linearly independent
vectors are collinear: the second is a multiple of the first if the first is nonzero. -/
theorem collinear_of_orthogonal [FiniteDimensional ℝ E] {m : ℕ}
    (hdim : finrank ℝ E = m + 1) {w : Fin m → E} (hw : LinearIndependent ℝ w) {u v : E}
    (hu0 : u ≠ 0) (hu : ∀ j, inner ℝ u (w j) = 0) (hv : ∀ j, inner ℝ v (w j) = 0) :
    ∃ c : ℝ, v = c • u := by
  have key : ∀ x : E, (∀ j, inner ℝ x (w j) = 0) →
      x ∈ (Submodule.span ℝ (Set.range w))ᗮ := by
    intro x hx
    rw [Submodule.mem_orthogonal]
    intro y hy
    induction hy using Submodule.span_induction with
    | mem y hy =>
      obtain ⟨j, rfl⟩ := hy
      rw [real_inner_comm]
      exact hx j
    | zero => exact inner_zero_left x
    | add y z _ _ hy hz => rw [inner_add_left, hy, hz, add_zero]
    | smul a y _ hy => rw [inner_smul_left, hy, mul_zero]
  -- the orthogonal complement is a line
  have h1 := Submodule.finrank_add_finrank_orthogonal (Submodule.span ℝ (Set.range w))
  rw [finrank_span_eq_card hw, Fintype.card_fin, hdim] at h1
  have h2 : finrank ℝ (Submodule.span ℝ (Set.range w))ᗮ = 1 := by omega
  have hne : (⟨u, key u hu⟩ : (Submodule.span ℝ (Set.range w))ᗮ) ≠ 0 :=
    fun h => hu0 (congrArg Subtype.val h)
  obtain ⟨c, hc⟩ := (finrank_eq_one_iff_of_nonzero' _ hne).1 h2 ⟨v, key v hv⟩
  exact ⟨c, (congrArg Subtype.val hc).symm⟩
```

`finrank` is the dimension. The span of $m$ independent vectors has dimension $m$, so its orthogonal complement in dimension $m+1$ is a line. Any nonzero $u$ on that line spans it.

```lean
/-- Restart cycling: let `A` be symmetric in dimension `m + 1 ≥ 2` and restart after every `m`
steps. If `A r₁, ..., A^m r₁` are linearly independent, then `r₀ ≠ 0` and every residual from `r₂`
on is `‖r₁‖² / ‖r₀‖²` times the residual two cycles earlier. -/
theorem restart_cycling [FiniteDimensional ℝ E] {A : End ℝ E} {m : ℕ}
    (hA : LinearMap.IsSymmetric A) (hdim : finrank ℝ E = m + 1) (hm : 1 ≤ m)
    (r : ℕ → E) (h : ∀ i, IsCycle A m (r i) (r (i + 1)))
    (hli : LinearIndependent ℝ fun j : Fin m => (A ^ (j.val + 1)) (r 1)) :
    r 0 ≠ 0 ∧ ∀ i, r (i + 2) = (‖r 1‖ ^ 2 / ‖r 0‖ ^ 2) • r i := by
  have hpow : ∀ (j : ℕ) (x y : E), inner ℝ ((A ^ j) x) y = inner ℝ x ((A ^ j) y) := by
    intro j
    induction j with
    | zero => intro x y; simp
    | succ j ih =>
      intro x y
      calc inner ℝ ((A ^ (j + 1)) x) y = inner ℝ ((A ^ j) (A x)) y := by
            rw [pow_succ, End.mul_apply]
        _ = inner ℝ (A x) ((A ^ j) y) := ih _ _
        _ = inner ℝ x (A ((A ^ j) y)) := hA _ _
        _ = inner ℝ x ((A ^ (j + 1)) y) := by rw [pow_succ', End.mul_apply]
  have o1 := (isCycle_iff.1 (h 0)).2
  have o2 := (isCycle_iff.1 (h 1)).2
  have hr0 : r 0 ≠ 0 := by
    intro h0
    obtain ⟨p, _, _, hp⟩ := (h 0).1
    have h1 : r 1 = 0 := by
      rw [h0, map_zero] at hp
      exact hp
    exact hli.ne_zero ⟨0, hm⟩ (by simp [h1])
  -- symmetry moves the powers of `A` from `r 1` to `r 0`
  have o0 : ∀ j < m, inner ℝ (r 0) ((A ^ (j + 1)) (r 1)) = 0 := by
    intro j hj
    rw [← hpow, real_inner_comm]
    exact o1 j hj
  obtain ⟨c, hc⟩ := collinear_of_orthogonal hdim hli hr0
    (fun j => o0 j j.isLt) (fun j => o2 j j.isLt)
  -- the overlap with `r 0` fixes the scalar
  have e1 : inner ℝ (r 0) (r 2) = inner ℝ (r 0) (r 1) := inner_trial o0 (h 1).1
  have e2 : inner ℝ (r 1) (r 1) = inner ℝ (r 1) (r 0) := inner_trial o1 (h 0).1
  have hc' : r 2 = c • r 0 := hc
  rw [hc', inner_smul_right, real_inner_comm (r 1) (r 0), ← e2,
    real_inner_self_eq_norm_sq, real_inner_self_eq_norm_sq] at e1
  have hn : ‖r 0‖ ^ 2 ≠ 0 := pow_ne_zero 2 (norm_ne_zero_iff.2 hr0)
  refine ⟨hr0, fun i => ?_⟩
  induction i with
  | zero => rw [← e1, mul_div_cancel_right₀ _ hn]; exact hc'
  | succ i ih =>
    have h3 := h (i + 2)
    rw [ih] at h3
    exact h3.unique ((h i).smul _)
```

The sequence `r` holds the residuals at the restarts, `h` says that each comes from its predecessor by one cycle, and `hli` is the independence of $Ar_1,\dots,A^mr_1$. No positivity of $A$ is assumed.

If $r_0=0$, then $r_1=0$ and $Ar_1=0$, contradicting independence. So $r_0\ne0$. For $j<m$, symmetry and the first cycle's minimality give

$$\langle r_0,A^{j+1}r_1\rangle=\langle A^{j+1}r_0,r_1\rangle=0.$$

Minimality of the second cycle gives $\langle r_2,A^{j+1}r_1\rangle=0$. Both vectors lie on one line, so $r_2=cr_0$. The overlap lemma fixes $c$:

$$c\|r_0\|^2=\langle r_0,r_2\rangle=\langle r_0,r_1\rangle=\|r_1\|^2.$$

If $r_{i+2}=cr_i$, scaling and uniqueness give $r_{i+3}=cr_{i+1}$. Induction covers all later cycles.

```lean
/-- Under the hypotheses of restart cycling, the residual norm is multiplied by the same factor
`‖r₁‖ / ‖r₀‖` in every cycle. -/
theorem restart_norm [FiniteDimensional ℝ E] {A : End ℝ E} {m : ℕ}
    (hA : LinearMap.IsSymmetric A) (hdim : finrank ℝ E = m + 1) (hm : 1 ≤ m)
    (r : ℕ → E) (h : ∀ i, IsCycle A m (r i) (r (i + 1)))
    (hli : LinearIndependent ℝ fun j : Fin m => (A ^ (j.val + 1)) (r 1)) (i : ℕ) :
    ‖r i‖ = (‖r 1‖ / ‖r 0‖) ^ i * ‖r 0‖ := by
  obtain ⟨h0, hrec⟩ := restart_cycling hA hdim hm r h hli
  have hn : ‖r 0‖ ≠ 0 := norm_ne_zero_iff.2 h0
  have both : ∀ k, ‖r k‖ = (‖r 1‖ / ‖r 0‖) ^ k * ‖r 0‖ ∧
      ‖r (k + 1)‖ = (‖r 1‖ / ‖r 0‖) ^ (k + 1) * ‖r 0‖ := by
    intro k
    induction k with
    | zero => exact ⟨by simp, by rw [zero_add, pow_one, div_mul_cancel₀ _ hn]⟩
    | succ k ih =>
      refine ⟨ih.2, ?_⟩
      rw [show k + 1 + 1 = k + 2 from rfl, hrec k, norm_smul, ih.1,
        Real.norm_of_nonneg (by positivity), ← div_pow]
      ring
  exact (both i).1
```

With $q=\|r_1\|/\|r_0\|$, the recurrence gives $\|r_{i+2}\|=q^2\|r_i\|$. Induction on neighbouring pairs yields $\|r_i\|=q^i\|r_0\|$. Since $p=1$ is allowed, $q\le1$; the value $q=1$ means stagnation.

```lean
/-- The diagonal operator `diag(1, 2)` on the Euclidean plane. -/
noncomputable def stretch : End ℝ (EuclideanSpace ℝ (Fin 2)) where
  toFun x := !₂[x 0, 2 * x 1]
  map_add' x y := by ext i; fin_cases i <;> simp [mul_add]
  map_smul' c x := by ext i; fin_cases i <;> simp [mul_left_comm]
```

The smallest case is $n=2$, $m=1$. `stretch` is $\mathrm{diag}(1,2)$, and `!₂[...]` writes a vector in the Euclidean plane.

```lean
/-- A cycle of length one: if `s = r - a A r` is orthogonal to `A r`, then `s` is the
outcome of the cycle started at `r`. -/
theorem isCycle_one {A : End ℝ E} {r s : E} (a : ℝ) (hs : s = r - a • A r)
    (ho : inner ℝ s (A r) = 0) : IsCycle A 1 r s := by
  refine isCycle_iff.2 ⟨⟨1 - C a * X, by compute_degree, by simp, by simp [hs]⟩, ?_⟩
  intro j hj
  obtain rfl : j = 0 := by omega
  simpa using ho
```

For $m=1$, the polynomial $1-aX$ gives $s=r-aAr$. Orthogonality to $Ar$ makes it the minimiser.

```lean
/-- For `diag(1, 2)` and cycles of length one, the residuals alternate between the directions
`(1, 1)` and `(2/5, -1/5)` and are multiplied by `1/10` every two cycles; the operator is symmetric
and the independence condition holds. -/
theorem restart_cycling_witness :
    LinearMap.IsSymmetric stretch ∧
    (LinearIndependent ℝ fun j : Fin 1 => (stretch ^ (j.val + 1)) !₂[2 / 5, -1 / 5]) ∧
    ∀ k : ℕ,
      IsCycle stretch 1 ((1 / 10 : ℝ) ^ k • !₂[1, 1]) ((1 / 10 : ℝ) ^ k • !₂[2 / 5, -1 / 5]) ∧
      IsCycle stretch 1 ((1 / 10 : ℝ) ^ k • !₂[2 / 5, -1 / 5])
        ((1 / 10 : ℝ) ^ (k + 1) • !₂[1, 1]) := by
  refine ⟨?_, ?_, fun k => ⟨IsCycle.smul ?_ _, ?_⟩⟩
  · intro x y
    simp [stretch, PiLp.inner_apply, Fin.sum_univ_two]
    ring
  · refine Fintype.linearIndependent_iff.2 fun g hg i => ?_
    have h0 := congrArg (fun x : EuclideanSpace ℝ (Fin 2) => x 0) hg
    fin_cases i
    simpa [stretch] using h0
  · apply isCycle_one (3 / 5)
    · ext i
      fin_cases i <;> simp [stretch] <;> norm_num
    · simp [stretch, PiLp.inner_apply, Fin.sum_univ_two]
      norm_num
  · rw [pow_succ, mul_smul]
    apply IsCycle.smul
    apply isCycle_one (3 / 4)
    · ext i
      fin_cases i <;> simp [stretch] <;> norm_num
    · simp [stretch, PiLp.inner_apply, Fin.sum_univ_two]
      norm_num

end RestartCycling
```

From $r_0=(1,1)$, the step $a=3/5$ gives $r_1=(2/5,-1/5)$; then $a=3/4$ gives $r_2=(1/10,1/10)$. Scaling by $(1/10)^k$ supplies every later pair of cycles. The normalised directions alternate between $(1,1)/\sqrt2$ and $(2,-1)/\sqrt5$, and the norm is multiplied by $1/\sqrt{10}$ in each cycle. The theorem also checks symmetry and independence, so this example meets all the hypotheses.

```lean
#print axioms RestartCycling.restart_cycling
-- 'RestartCycling.restart_cycling' depends on axioms: [propext, Classical.choice, Quot.sound]
#print axioms RestartCycling.restart_norm
-- 'RestartCycling.restart_norm' depends on axioms: [propext, Classical.choice, Quot.sound]
```
